# Central-difference slopes from noisy energies: an error bound and the step that minimizes it

Take the energy $E(y)=My^3/6$ with $M>0$, whose slope at $y=0$ is zero, and compute it at $y=h$ and $y=-h$, $h>0$, with independent zero-mean errors $a$ and $b$ of variance $s^2$: the central difference returns $Mh^2/6+(a-b)/(2h)$. Its mean squared error is $M^2h^4/36+s^2/(2h^2)$, and a larger step raises the first term while it lowers the second.

```lean
import Mathlib

open MeasureTheory ProbabilityTheory
open scoped NNReal

namespace StochasticFiniteDifferenceForce

noncomputable section

variable {Ω : Type*} [MeasurableSpace Ω]

/-- Statistical noise on a computed energy: square-integrable, with zero mean and
variance `s ^ 2`. -/
structure IsNoise (P : Measure Ω) (s : ℝ) (a : Ω → ℝ) : Prop where
  memLp : MemLp a 2 P
  mean_zero : ∫ ω, a ω ∂P = 0
  variance_eq : variance a P = s ^ 2

/-- Central-difference slope from the energies at `x + h` and `x - h` with noises `a` and `b`,
for a step `h ≠ 0`. -/
def noisySlope (E : ℝ → ℝ) (a b : Ω → ℝ) (x h : ℝ) (ω : Ω) : ℝ :=
  ((E (x + h) + a ω) - (E (x - h) + b ω)) / (2 * h)

/-- Mean squared error of the estimator `X` for the exact value `g`. -/
def mse (P : Measure Ω) (X : Ω → ℝ) (g : ℝ) : ℝ := ∫ ω, (X ω - g) ^ 2 ∂P

/-- Upper bound `M² h⁴ / 36` on the squared truncation error of the slope, for a third derivative
bounded by `M`, plus the variance of the slope for independent energy noises of variance `v`, as a
function of the step `h ≠ 0`. -/
def mseBound (M v h : ℝ) : ℝ := M ^ 2 * h ^ 4 / 36 + v / (2 * h ^ 2)

/-- A function that starts at zero and whose rate of change is bounded by that of `b`,
also starting at zero, stays bounded by `b` at later times. -/
theorem abs_le_of_rate_le {f f' b b' : ℝ → ℝ} (hf : ∀ t, HasDerivAt f (f' t) t)
    (hb : ∀ t, HasDerivAt b (b' t) t) (f0 : f 0 = 0) (b0 : b 0 = 0)
    (H : ∀ t, 0 ≤ t → |f' t| ≤ b' t) {t : ℝ} (ht : 0 ≤ t) : |f t| ≤ b t := by
  have key : ∀ u u' : ℝ → ℝ, (∀ y, HasDerivAt u (u' y) y) → u 0 = 0 →
      (∀ y, 0 ≤ y → 0 ≤ u' y) → 0 ≤ u t := by
    intro u u' hu u0 hn
    have hm : MonotoneOn u (Set.Ici 0) := monotoneOn_of_deriv_nonneg (convex_Ici 0)
      (fun y _ => (hu y).continuousAt.continuousWithinAt)
      (fun y _ => (hu y).differentiableAt.differentiableWithinAt)
      (fun y hy => by rw [(hu y).deriv]; exact hn y (interior_subset hy))
    have := hm (Set.mem_Ici.2 le_rfl) (Set.mem_Ici.2 ht) ht
    linarith
  have h1 : 0 ≤ b t - f t := key (fun y => b y - f y) (fun y => b' y - f' y)
    (fun y => (hb y).fun_sub (hf y)) (by simp [f0, b0])
    (fun y hy => sub_nonneg.2 (abs_le.1 (H y hy)).2)
  have h2 : 0 ≤ b t + f t := key (fun y => b y + f y) (fun y => b' y + f' y)
    (fun y => (hb y).fun_add (hf y)) (by simp [f0, b0])
    (fun y hy => by
      show 0 ≤ b' y + f' y
      linarith [(abs_le.1 (H y hy)).1])
  exact abs_le.2 ⟨by linarith, by linarith⟩

/-- If the third derivative of the energy is bounded by `M`, the noise-free energy difference
over a step `h ≥ 0` departs from its linear part by at most `M h³ / 3`. -/
theorem truncation_error {E E₁ E₂ E₃ : ℝ → ℝ} {M : ℝ} (h1 : ∀ y, HasDerivAt E (E₁ y) y)
    (h2 : ∀ y, HasDerivAt E₁ (E₂ y) y) (h3 : ∀ y, HasDerivAt E₂ (E₃ y) y)
    (hM : ∀ y, |E₃ y| ≤ M) (x : ℝ) {h : ℝ} (hh : 0 ≤ h) :
    |E (x + h) - E (x - h) - 2 * h * E₁ x| ≤ M / 3 * h ^ 3 := by
  -- integrate the bound on the third derivative three times
  have d2 : ∀ t, 0 ≤ t → |E₂ (x + t) - E₂ (x - t)| ≤ 2 * M * t := fun t ht =>
    abs_le_of_rate_le (f := fun t => E₂ (x + t) - E₂ (x - t))
      (f' := fun t => E₃ (x + t) + E₃ (x - t)) (b := fun t => 2 * M * t) (b' := fun _ => 2 * M)
      (fun t => (((h3 (x + t)).comp_const_add x t).fun_sub
        ((h3 (x - t)).comp_const_sub x t)).congr_deriv (by ring))
      (fun t => ((hasDerivAt_id' t).const_mul (2 * M)).congr_deriv (by ring))
      (by simp) (by simp)
      (fun t _ => (abs_add_le _ _).trans (by linarith [hM (x + t), hM (x - t)])) ht
  have d1 : ∀ t, 0 ≤ t → |E₁ (x + t) + E₁ (x - t) - 2 * E₁ x| ≤ M * t ^ 2 := fun t ht =>
    abs_le_of_rate_le (f := fun t => E₁ (x + t) + E₁ (x - t) - 2 * E₁ x)
      (f' := fun t => E₂ (x + t) - E₂ (x - t)) (b := fun t => M * t ^ 2)
      (b' := fun t => 2 * M * t)
      (fun t => ((((h2 (x + t)).comp_const_add x t).fun_add
        ((h2 (x - t)).comp_const_sub x t)).sub_const _).congr_deriv (by ring))
      (fun t => ((hasDerivAt_pow 2 t).const_mul M).congr_deriv (by push_cast; ring))
      (by simp; ring) (by simp) d2 ht
  exact abs_le_of_rate_le (f := fun t => E (x + t) - E (x - t) - 2 * t * E₁ x)
    (f' := fun t => E₁ (x + t) + E₁ (x - t) - 2 * E₁ x) (b := fun t => M / 3 * t ^ 3)
    (b' := fun t => M * t ^ 2)
    (fun t => ((((h1 (x + t)).comp_const_add x t).fun_sub
      ((h1 (x - t)).comp_const_sub x t)).fun_sub
      (((hasDerivAt_id' t).const_mul 2).mul_const (E₁ x))).congr_deriv (by ring))
    (fun t => ((hasDerivAt_pow 3 t).const_mul (M / 3)).congr_deriv (by push_cast; ring))
    (by simp) (by simp) d1 hh

/-- Exact mean squared error, multiplied by `4 h²`, for a step `h ≠ 0` and possibly correlated
noises of variance `s²`, relative to a reference value `g`: the square of
`E (x + h) - E (x - h) - 2 h g`, plus `2 (s² - cov(a, b))`. -/
theorem mse_eq {P : Measure Ω} [IsProbabilityMeasure P] {s : ℝ} {a b : Ω → ℝ}
    (ha : IsNoise P s a) (hb : IsNoise P s b) (E : ℝ → ℝ) (x g : ℝ) {h : ℝ} (hh : h ≠ 0) :
    4 * h ^ 2 * mse P (noisySlope E a b x h) g =
      (E (x + h) - E (x - h) - 2 * h * g) ^ 2 + 2 * (s ^ 2 - covariance a b P) := by
  have va : ∫ ω, a ω ^ 2 ∂P = s ^ 2 := by
    rw [← variance_of_integral_eq_zero ha.memLp.1.aemeasurable ha.mean_zero, ha.variance_eq]
  have vb : ∫ ω, b ω ^ 2 ∂P = s ^ 2 := by
    rw [← variance_of_integral_eq_zero hb.memLp.1.aemeasurable hb.mean_zero, hb.variance_eq]
  have hc : covariance a b P = ∫ ω, a ω * b ω ∂P := by
    simp [covariance, ha.mean_zero, hb.mean_zero]
  obtain ⟨A, hA⟩ : ∃ A, A = E (x + h) - E (x - h) - 2 * h * g := ⟨_, rfl⟩
  have e : ∀ ω, 4 * h ^ 2 * (noisySlope E a b x h ω - g) ^ 2 =
      A ^ 2 + 2 * A * a ω - 2 * A * b ω + a ω ^ 2 + b ω ^ 2 - 2 * (a ω * b ω) := by
    intro ω
    rw [hA, noisySlope]
    field_simp
    ring
  have ia := (ha.memLp.integrable one_le_two).const_mul (2 * A)
  have ib := (hb.memLp.integrable one_le_two).const_mul (2 * A)
  have i1 : Integrable (fun ω => A ^ 2 + 2 * A * a ω) P := (integrable_const _).add ia
  have i2 : Integrable (fun ω => A ^ 2 + 2 * A * a ω - 2 * A * b ω) P := i1.sub ib
  have i3 : Integrable (fun ω => A ^ 2 + 2 * A * a ω - 2 * A * b ω + a ω ^ 2) P :=
    i2.add ha.memLp.integrable_sq
  have i4 : Integrable (fun ω => A ^ 2 + 2 * A * a ω - 2 * A * b ω + a ω ^ 2 + b ω ^ 2) P :=
    i3.add hb.memLp.integrable_sq
  have i5 : Integrable (fun ω => 2 * (a ω * b ω)) P := by
    refine (((ha.memLp.add hb.memLp).integrable_sq.sub ha.memLp.integrable_sq).sub
      hb.memLp.integrable_sq).congr (Filter.Eventually.of_forall fun ω => ?_)
    simp only [Pi.add_apply, Pi.sub_apply]
    ring
  -- the terms linear in the noise average to zero
  rw [mse, ← integral_const_mul, ← hA, integral_congr_ae (Filter.Eventually.of_forall e),
    integral_sub i4 i5, integral_add i3 hb.memLp.integrable_sq,
    integral_add i2 ha.memLp.integrable_sq, integral_sub i1 ib,
    integral_add (integrable_const _) ia, integral_const_mul, integral_const_mul,
    integral_const_mul, ha.mean_zero, hb.mean_zero, va, vb, hc]
  simp only [integral_const, probReal_univ, smul_eq_mul]
  ring

/-- If `h⁶ = 9 v / M²` with `M > 0`, the bound at any step `k ≠ 0` is `M² h⁴ / 12` plus an
explicit excess that vanishes at `k = h`. -/
theorem mseBound_excess {M v h k : ℝ} (hM : 0 < M) (hk : k ≠ 0) (hopt : h ^ 6 = 9 * v / M ^ 2) :
    mseBound M v k = M ^ 2 * h ^ 4 / 12 +
      M ^ 2 * (k ^ 2 - h ^ 2) ^ 2 * (k ^ 2 + 2 * h ^ 2) / (36 * k ^ 2) := by
  have hv : v = M ^ 2 * h ^ 6 / 9 := by
    rw [hopt]
    field_simp
  rw [mseBound, hv]
  field_simp
  ring

/-- For `M, v > 0`, a step `h > 0` minimizes the bound among all positive steps exactly when
`h⁶ = 9 v / M²`. -/
theorem optimal_step_iff {M v h : ℝ} (hM : 0 < M) (hv : 0 < v) (hh : 0 < h) :
    (∀ k, 0 < k → mseBound M v h ≤ mseBound M v k) ↔ h ^ 6 = 9 * v / M ^ 2 := by
  constructor
  · intro hmin
    have hp : 0 < 9 * v / M ^ 2 := by positivity
    obtain ⟨q, hq, hq6⟩ : ∃ q : ℝ, 0 < q ∧ q ^ 6 = 9 * v / M ^ 2 :=
      ⟨(9 * v / M ^ 2) ^ (((6 : ℕ) : ℝ)⁻¹), Real.rpow_pos_of_pos hp _,
        Real.rpow_inv_natCast_pow hp.le (by norm_num)⟩
    have e1 := mseBound_excess hM hh.ne' hq6
    have e2 : mseBound M v q = M ^ 2 * q ^ 4 / 12 := by
      rw [mseBound_excess hM hq.ne' hq6]
      ring
    by_contra hne
    -- a step different from `q` has a strictly positive excess
    have hd : h ^ 2 - q ^ 2 ≠ 0 := fun h0 => hne (by
      rw [(pow_left_inj₀ hh.le hq.le two_ne_zero).1 (sub_eq_zero.1 h0), hq6])
    have hd2 : 0 < (h ^ 2 - q ^ 2) ^ 2 :=
      lt_of_le_of_ne (sq_nonneg _) (Ne.symm (pow_ne_zero 2 hd))
    have hpos : 0 < M ^ 2 * (h ^ 2 - q ^ 2) ^ 2 * (h ^ 2 + 2 * q ^ 2) / (36 * h ^ 2) :=
      div_pos (mul_pos (mul_pos (by positivity) hd2) (by positivity)) (by positivity)
    linarith [hmin q hq]
  · intro hopt k hk
    have e : mseBound M v h = M ^ 2 * h ^ 4 / 12 := by
      rw [mseBound_excess hM hh.ne' hopt]
      ring
    rw [e, mseBound_excess hM hk.ne' hopt]
    exact le_add_of_nonneg_right (by positivity)

/-- Let the third derivative of the energy be bounded by `M > 0` and the two energies carry
independent noise of variance `s² > 0`. The central-difference slope with step `h > 0` has mean
squared error at most `M² h⁴ / 36 + s² / (2 h²)`, and `h` minimizes this bound among positive
steps exactly when `h⁶ = 9 s² / M²`. -/
theorem mse_le_and_optimal_step {P : Measure Ω} [IsProbabilityMeasure P] {s M : ℝ}
    {a b : Ω → ℝ} (ha : IsNoise P s a) (hb : IsNoise P s b) (hab : IndepFun a b P)
    {E E₁ E₂ E₃ : ℝ → ℝ} (h1 : ∀ y, HasDerivAt E (E₁ y) y)
    (h2 : ∀ y, HasDerivAt E₁ (E₂ y) y) (h3 : ∀ y, HasDerivAt E₂ (E₃ y) y)
    (hE : ∀ y, |E₃ y| ≤ M) (hM : 0 < M) (hs : 0 < s) (x : ℝ) {h : ℝ} (hh : 0 < h) :
    mse P (noisySlope E a b x h) (E₁ x) ≤ M ^ 2 * h ^ 4 / 36 + s ^ 2 / (2 * h ^ 2) ∧
    ((∀ k, 0 < k → mseBound M (s ^ 2) h ≤ mseBound M (s ^ 2) k) ↔
      h ^ 6 = 9 * s ^ 2 / M ^ 2) := by
  refine ⟨?_, optimal_step_iff hM (by positivity) hh⟩
  have hsq := pow_le_pow_left₀ (abs_nonneg _) (truncation_error h1 h2 h3 hE x hh.le) 2
  rw [sq_abs] at hsq
  have hpos : 0 < 4 * h ^ 2 := by positivity
  refine le_of_mul_le_mul_left ?_ hpos
  rw [mse_eq ha hb E x (E₁ x) hh.ne', hab.covariance_eq_zero ha.memLp hb.memLp]
  have e : 4 * h ^ 2 * (M ^ 2 * h ^ 4 / 36 + s ^ 2 / (2 * h ^ 2)) =
      (M / 3 * h ^ 3) ^ 2 + 2 * s ^ 2 := by
    field_simp
    ring
  rw [e]
  linarith

/-- For the cubic energy `M y³ / 6`, with slope `M x² / 2` at `x`, and independent noises, the
mean squared error equals the bound at every step `h ≠ 0`. -/
theorem mse_cubic {P : Measure Ω} [IsProbabilityMeasure P] {s : ℝ} {a b : Ω → ℝ}
    (ha : IsNoise P s a) (hb : IsNoise P s b) (hab : IndepFun a b P) (M x : ℝ) {h : ℝ}
    (hh : h ≠ 0) :
    mse P (noisySlope (fun y => M * y ^ 3 / 6) a b x h) (M * x ^ 2 / 2) =
      mseBound M (s ^ 2) h := by
  have hpos : 4 * h ^ 2 ≠ 0 := by positivity
  refine mul_left_cancel₀ hpos ?_
  rw [mse_eq ha hb _ x _ hh, hab.covariance_eq_zero ha.memLp hb.memLp, mseBound]
  field_simp
  ring

/-- The two coordinates of a pair of independent centred Gaussians of variance `s²` are
independent noises of variance `s²`. -/
theorem gaussian_noise_witness (s : ℝ≥0) :
    IsNoise ((gaussianReal 0 (s ^ 2)).prod (gaussianReal 0 (s ^ 2))) s Prod.fst ∧
    IsNoise ((gaussianReal 0 (s ^ 2)).prod (gaussianReal 0 (s ^ 2))) s Prod.snd ∧
    IndepFun Prod.fst Prod.snd ((gaussianReal 0 (s ^ 2)).prod (gaussianReal 0 (s ^ 2))) := by
  have hL : MemLp (id : ℝ → ℝ) 2 (gaussianReal 0 (s ^ 2)) := by
    have h2 := memLp_id_gaussianReal (μ := (0 : ℝ)) (v := s ^ (2 : ℕ)) (2 : ℝ≥0)
    exact_mod_cast h2
  have h0 : ∫ y, id y ∂(gaussianReal 0 (s ^ 2)) = 0 := integral_id_gaussianReal
  have hV : ∫ y, id y ^ 2 ∂(gaussianReal 0 (s ^ 2)) = (s : ℝ) ^ 2 := by
    rw [← variance_of_integral_eq_zero hL.1.aemeasurable h0, variance_id_gaussianReal]
    push_cast
    rfl
  -- each coordinate has the law of a single Gaussian
  have key : ∀ p : ℝ × ℝ → ℝ, MeasurePreserving p
      ((gaussianReal 0 (s ^ 2)).prod (gaussianReal 0 (s ^ 2))) (gaussianReal 0 (s ^ 2)) →
      IsNoise ((gaussianReal 0 (s ^ 2)).prod (gaussianReal 0 (s ^ 2))) s p := by
    intro p hp
    have m0 : ∫ z, p z ∂((gaussianReal 0 (s ^ 2)).prod (gaussianReal 0 (s ^ 2))) = 0 := by
      rw [← hp.map_eq, integral_map hp.measurable.aemeasurable
        measurable_id.aestronglyMeasurable] at h0
      exact h0
    refine ⟨hL.comp_measurePreserving hp, m0, ?_⟩
    rw [variance_of_integral_eq_zero hp.measurable.aemeasurable m0]
    rw [← hp.map_eq, integral_map hp.measurable.aemeasurable
      (measurable_id.pow_const 2).aestronglyMeasurable] at hV
    exact hV
  exact ⟨key _ measurePreserving_fst, key _ measurePreserving_snd,
    indepFun_prod measurable_id measurable_id⟩

end

end StochasticFiniteDifferenceForce
```

```lean
#print axioms StochasticFiniteDifferenceForce.mse_le_and_optimal_step
#print axioms StochasticFiniteDifferenceForce.mse_cubic
```

```
'StochasticFiniteDifferenceForce.mse_le_and_optimal_step' depends on axioms: [propext, Classical.choice, Quot.sound]
'StochasticFiniteDifferenceForce.mse_cubic' depends on axioms: [propext, Classical.choice, Quot.sound]
```

## One coordinate and two noisy energies

The main theorem, `mse_le_and_optimal_step`, shows that the mean squared error found above for the cubic is an upper bound for every energy curve whose third derivative is bounded by $M$ in absolute value. It assumes, as there, independent zero-mean errors of variance $s^2$, with $s>0$ and $M>0$, and has two conclusions for a step $h>0$ and a point $x$. The mean squared error of the central-difference slope is at most $M^2h^4/36+s^2/(2h^2)$, and $h$ minimizes this bound among positive steps exactly when $h^6=9s^2/M^2$, that is, $h^3=3s/M$.

The energy `E` is a function of one real coordinate, and `E₁`, `E₂`, `E₃` are its successive derivatives, tied to it by `HasDerivAt` at every point. The third need not be continuous. The constant `M` bounds how fast the curvature of the energy changes along the coordinate, so it limits the anharmonicity. It is assumed known and valid on the whole line, which a curve with a singularity at coinciding nuclei would violate. The error estimate for a given step $h$ uses the energy only between $x-h$ and $x+h$, however, so by the same argument a bound on that interval is enough for it.

The noises `a` and `b` are random variables on a probability space with measure `P`. `IsNoise P s a` says that `a` is square-integrable, with mean zero and variance `s ^ 2`. Here $s$ is the statistical error of the final averaged energy, not of a single sample. Zero mean makes $E$ the expected value of the computed energy, so any systematic bias of the method belongs to $E$ and its slope. `IndepFun a b P` states independence.

`noisySlope` is the estimator, `mse` integrates its squared deviation from a given value, and `mseBound M v h` is the bound with $v$ in place of $s^2$. The force is minus the slope, and the change of sign leaves the mean squared error unchanged.

For quantum Monte Carlo forces obtained from energies at two displaced geometries, the result gives a step size for one coordinate, provided that the noises are independent and $s$ does not vary with the step. An eightfold reduction of $s$ then halves the recommended step. This step minimizes the bound, not necessarily the error itself: for a quadratic energy the truncation error vanishes, and the error keeps falling as $h$ grows.

## Truncation error from the third derivative

Fix $x$ and put
$$D(t)=E(x+t)-E(x-t)-2tE_1(x),\qquad t\ge 0.$$
Its derivatives are
$$D'(t)=E_1(x+t)+E_1(x-t)-2E_1(x),$$
$$D''(t)=E_2(x+t)-E_2(x-t),\qquad D'''(t)=E_3(x+t)+E_3(x-t).$$
The functions $D$, $D'$ and $D''$ vanish at $t=0$, and $|D'''|\le 2M$. Integrating three times gives
$$|D''(t)|\le 2Mt,\qquad |D'(t)|\le Mt^2,\qquad |D(t)|\le \tfrac{M}{3}t^3.$$

The Lean proof replaces integration by comparison, so no integrability of `E₃` has to be checked. In `abs_le_of_rate_le`, $f$ and $b$ (here a bounding function, not a noise) start at zero and $|f'|\le b'$. Then $b-f$ and $b+f$ have non-negative derivatives, so they are non-decreasing and stay non-negative, which is $|f|\le b$. `truncation_error` applies this lemma three times: `d2` bounds $D''$, `d1` bounds $D'$, and the last application bounds $D$.

## Mean squared error with and without correlation

For a step $h\neq0$ and a reference value $g$, let $A=E(x+h)-E(x-h)-2hg$. The error of the estimator is $(A+a-b)/(2h)$, and
$$(A+a-b)^2=A^2+2Aa-2Ab+a^2+b^2-2ab.$$
On averaging, the terms linear in the noise vanish, $a^2$ and $b^2$ each give $s^2$, and $ab$ gives the covariance. Hence
$$\mathrm{MSE}=\frac{A^2}{4h^2}+\frac{s^2-\mathrm{cov}(a,b)}{2h^2}.$$

This is `mse_eq`, stated there after multiplication by $4h^2$. It needs no independence, and it shows the gain from correlated sampling: positive covariance lowers the statistical part. In the proof, `e` is the pointwise expansion, and `i1` to `i5` supply the integrability needed to split the integral. The product $ab$ is integrable because $2ab=(a+b)^2-a^2-b^2$.

For independent noises the covariance is zero. With $g=E_1(x)$ we have $A=D(h)$, so $A^2\le M^2h^6/9$ and
$$\mathrm{MSE}\le\frac{M^2h^4}{36}+\frac{s^2}{2h^2}.$$
The main theorem carries this out by squaring the truncation bound (`hsq`) and comparing both sides after multiplication by $4h^2$.

## The step that minimizes the bound

Write $B(k)=M^2k^4/36+v/(2k^2)$ with $M,v>0$, and suppose that $h>0$ satisfies $h^6=9v/M^2$. Substituting $v=M^2h^6/9$ gives
$$B(k)=\frac{M^2(k^6+2h^6)}{36k^2}.$$
Because $k^6-3k^2h^4+2h^6=(k^2-h^2)^2(k^2+2h^2)$, this becomes
$$B(k)=\frac{M^2h^4}{12}+\frac{M^2(k^2-h^2)^2(k^2+2h^2)}{36k^2}.$$
The second term is non-negative, and for $k>0$ it vanishes only at $k=h$. So $h$ is the unique minimizer. There the statistical term, $M^2h^4/18$, is twice the truncation term.

`mseBound_excess` proves this identity by the same substitution, with `field_simp` and `ring` doing the algebra. One direction of `optimal_step_iff` then follows from the sign of the excess. For the other, suppose that $h$ is a minimizer, and let $q>0$ be the sixth root of $9v/M^2$. If $h^6$ differed from $q^6$, the excess at $h$ relative to $q$ would be strictly positive, giving $B(h)>B(q)$, a contradiction.

If exactly one of the constants is zero, no positive step minimizes the bound: with $M=0$ and $v>0$ it falls for ever as the step grows, and with $v=0$ and $M>0$ it falls as the step shrinks to zero. If both are zero, the bound is zero at every step.

## A cubic energy that attains the bound, and Gaussian noise

For $E(y)=My^3/6$ at any $x$, the slope is $Mx^2/2$ and
$$E(x+h)-E(x-h)=Mx^2h+\frac{Mh^3}{3}.$$
Hence $A=Mh^3/3$, and the mean squared error equals the bound at every nonzero step. This is `mse_cubic`, obtained from `mse_eq` with zero covariance. The bound therefore cannot be improved for the class of energies with $|E'''|\le M$.

`gaussian_noise_witness` provides noises of the required kind: the two coordinates of a product of centred Gaussians, each of variance $s^2$. Its step `key` transfers the mean and variance of a single Gaussian to a coordinate of the pair, and `indepFun_prod` gives their independence.
